# A normal product of two bounded operators has norm at most that of the product in reverse order

Let $a$ and $b$ be bounded operators on the state space of a quantum system, with adjoints $a^*$ and $b^*$. The norm $\|x\|$ is the operator norm, which for a matrix is the largest singular value. An operator $x$ is normal if $x^*x = xx^*$; Hermitian and unitary operators are normal. The spectrum of $x$ is the set of complex $k$ for which $k - x$ has no bounded inverse, and the spectral radius $r(x)$ is the largest $|k|$ in it.

Exchanging the factors of a product generally changes its norm. If $ab$ is normal, the change has a definite direction:

$$\|ab\| \le \|ba\|.$$

In particular this holds when $ab$ is self-adjoint. If $ba$ is normal as well, the two norms are equal.

## Overlap matrices and similarity-transformed Hamiltonians

In a finite non-orthogonal basis with Hermitian Hamiltonian matrix $H$ and positive definite overlap matrix $G$ (usually written $S$, a letter needed below), a code may propagate with $G^{-1}H$ or with the Hermitian matrix $G^{-1/2}HG^{-1/2}$. Taking $a = G^{-1/2}H$ and $b = G^{-1/2}$ gives

$$\|G^{-1/2}HG^{-1/2}\| \le \|G^{-1}H\|.$$

For nonzero $H$, a time step chosen inversely proportional to the norm, with the same constant for both, is therefore never shorter for the Hermitian matrix $G^{-1/2}HG^{-1/2}$ than for $G^{-1}H$.

Coupled-cluster theory uses $\bar H = e^{-T}He^{T}$, where $T$ is the cluster operator. For a Hermitian $H$ in a finite basis, $\|H\| \le \|\bar H\|$, so the transformation cannot reduce a cost estimate that grows with the operator norm of the full matrix. The inequality need not hold between corresponding blocks of the two matrices, such as those kept when the excitation space is truncated.

## From equal spectral radii to the norm bound

**The spectral radii agree.** Let $k \ne 0$ and suppose that $k - ba$ has the inverse $q$. Then

$$(k-ab)(1+aqb) = k - ab + a(k-ba)qb = k - ab + ab = k,$$

and in the other order

$$(1+aqb)(k-ab) = k - ab + aq(k-ba)b = k.$$

So $k - ab$ is invertible, with inverse $k^{-1}(1+aqb)$. The same argument with $a$ and $b$ exchanged shows that the two spectra agree away from zero. The value zero does not raise a spectral radius, hence $r(ab) = r(ba)$.

**The spectral radius is at most the norm.** If $|k| > \|x\|$, the series $k^{-1}\sum_{m\ge0}(x/k)^m$ converges and inverts $k - x$. Hence $r(x) \le \|x\|$.

**For normal $x$ the two are equal.** The identity $\|x^*x\| = \|x\|^2$ gives $\|h^2\| = \|h\|^2$ for self-adjoint $h$, and by repetition $\|h^p\| = \|h\|^p$ for $p = 2^m$. For normal $x$, set $h = x^*x$. Since $x$ and $x^*$ commute,

$$\|x^p\|^2 = \|(x^*)^p x^p\| = \|h^p\| = \|h\|^p = \|x\|^{2p}.$$

Gelfand's formula $r(x) = \lim_{p\to\infty}\|x^p\|^{1/p}$, taken along these powers, gives $r(x) = \|x\|$.

Together, for normal $ab$,

$$\|ab\| = r(ab) = r(ba) \le \|ba\|.$$

**More factors.** Shift the product $x_1\cdots x_N$ cyclically by $k$ places, where $k$ is now an integer, and let $j$ be the remainder of $k$ on division by $N$. With $a = x_1\cdots x_j$ and $b = x_{j+1}\cdots x_N$, the original product is $ab$ and the shifted one is $ba$. A normal product thus has norm at most that of each cyclic shift. The empty product is $1$ and does not change.

**Similarity transformations.** For normal $n$ and invertible $s$, write $n = s^{-1}(sn)$. The reverse order is $sns^{-1}$, so $\|n\| \le \|sns^{-1}\|$.

## Two-level matrices worked by hand

Take the Pauli matrix $n = \sigma_x$ and $s = \mathrm{diag}(2,1)$. Then

$$sns^{-1} = \begin{pmatrix}0&2\\ 1/2&0\end{pmatrix}.$$

Its eigenvalues are still $\pm1$, but its singular values are $2$ and $1/2$. The norm has risen from $1$ to $2$.

For a failure without normality, let $P = |0\rangle\langle0|$ and $S = (|0\rangle+|1\rangle)\langle0|$. Then $PS = P$ and $SP = S$, with $\|P\| = 1$ and $\|S\| = \sqrt2$. With $a = P$ and $b = S$ the bound holds strictly. With $a = S$ and $b = P$ it fails, because $\sqrt2 > 1$. If the column of $S$ is normalised, so that $S$ is divided by $\sqrt2$, the norms of $PS$ and $SP$ become $1/\sqrt2$ and $1$.

In the failing case $ab = S$ is diagonalisable with eigenvalues $0$ and $1$, and $ba = P$ is Hermitian. These properties together do not replace normality of $ab$.

## The Lean file

```lean
import Mathlib

open scoped ENNReal Matrix.Norms.L2Operator

namespace NormalProductNorm

section Algebra

variable {A : Type*} [CStarAlgebra A]

/-- The spectral radius of `ab` is at most that of `ba`. -/
theorem spectralRadius_mul_le (a b : A) :
    spectralRadius ℂ (a * b) ≤ spectralRadius ℂ (b * a) := by
  unfold spectralRadius
  refine iSup₂_le fun k hk => ?_
  by_cases h0 : k = 0
  · simp [h0]
  · -- a nonzero spectral value of `ab` is also one of `ba`
    have hmem : k ∈ spectrum ℂ (a * b) \ {0} := ⟨hk, h0⟩
    rw [spectrum.nonzero_mul_comm] at hmem
    exact le_iSup₂_of_le k hmem.1 le_rfl

/-- The products `ab` and `ba` have the same spectral radius. -/
theorem spectralRadius_mul_swap (a b : A) :
    spectralRadius ℂ (a * b) = spectralRadius ℂ (b * a) :=
  le_antisymm (spectralRadius_mul_le a b) (spectralRadius_mul_le b a)

/-- If the product `ab` is normal, its norm is at most the norm of the product `ba`
in the opposite order. -/
theorem norm_mul_le_norm_swap {a b : A} (hab : IsStarNormal (a * b)) :
    ‖a * b‖ ≤ ‖b * a‖ := by
  rcases subsingleton_or_nontrivial A with hA | hA
  · exact le_of_eq (congrArg norm (Subsingleton.elim _ _))
  · have h : (‖a * b‖₊ : ℝ≥0∞) ≤ (‖b * a‖₊ : ℝ≥0∞) := by
      -- normality turns the norm of `ab` into its spectral radius
      rw [← IsStarNormal.spectralRadius_eq_nnnorm (a * b), spectralRadius_mul_swap]
      exact spectrum.spectralRadius_le_nnnorm (b * a)
    have h' : ‖a * b‖₊ ≤ ‖b * a‖₊ := ENNReal.coe_le_coe.mp h
    exact h'

/-- If the product `ab` is self-adjoint, its norm is at most the norm of `ba`. -/
theorem norm_mul_le_norm_swap_of_selfAdjoint {a b : A} (hab : IsSelfAdjoint (a * b)) :
    ‖a * b‖ ≤ ‖b * a‖ :=
  norm_mul_le_norm_swap hab.isStarNormal

/-- If `ab` and `ba` are both normal, they have the same norm. -/
theorem norm_mul_eq_norm_swap {a b : A} (hab : IsStarNormal (a * b))
    (hba : IsStarNormal (b * a)) : ‖a * b‖ = ‖b * a‖ :=
  le_antisymm (norm_mul_le_norm_swap hab) (norm_mul_le_norm_swap hba)

/-- If a product of any number of factors is normal, its norm is at most the norm of
the product taken in any cyclically shifted order. -/
theorem norm_prod_le_norm_rotate (l : List A) (k : ℕ) (hl : IsStarNormal l.prod) :
    ‖l.prod‖ ≤ ‖(l.rotate k).prod‖ := by
  -- cut the list where the cyclic shift starts
  have hcut : (l.take (k % l.length)).prod * (l.drop (k % l.length)).prod = l.prod := by
    rw [← List.prod_append, List.take_append_drop]
  rw [List.rotate_eq_drop_append_take_mod, List.prod_append, ← hcut]
  apply norm_mul_le_norm_swap
  rw [hcut]
  exact hl

/-- A similarity transformation by an invertible `s` never lowers the norm of a normal
element `n`. -/
theorem norm_le_norm_similarity (s : Aˣ) {n : A} (hn : IsStarNormal n) :
    ‖n‖ ≤ ‖(s : A) * n * (↑s⁻¹ : A)‖ := by
  -- write `n` as the product of `s⁻¹` and `s n`, then exchange the two factors
  have e : (↑s⁻¹ : A) * ((s : A) * n) = n := Units.inv_mul_cancel_left s n
  have h := norm_mul_le_norm_swap (a := (↑s⁻¹ : A)) (b := (s : A) * n)
    (by rw [e]; exact hn)
  rwa [e] at h

end Algebra

/-- The projector `|0⟩⟨0|` of a two-level system. -/
def proj : Matrix (Fin 2) (Fin 2) ℂ := !![1, 0; 0, 0]

/-- The operator `(|0⟩ + |1⟩)⟨0|` of a two-level system. -/
def spread : Matrix (Fin 2) (Fin 2) ℂ := !![1, 0; 1, 0]

/-- For `P = |0⟩⟨0|` and `S = (|0⟩ + |1⟩)⟨0|` the product `PS` is self-adjoint, and its
operator norm is strictly smaller than that of `SP`. -/
theorem strict_example :
    IsSelfAdjoint (proj * spread) ∧ ‖proj * spread‖ < ‖spread * proj‖ := by
  have hps : proj * spread = proj := by
    ext i j
    fin_cases i <;> fin_cases j <;>
      simp [proj, spread, Matrix.mul_apply, Fin.sum_univ_succ]
  have hsp : spread * proj = spread := by
    ext i j
    fin_cases i <;> fin_cases j <;>
      simp [proj, spread, Matrix.mul_apply, Fin.sum_univ_succ]
  have hstar : star proj = proj := by
    ext i j
    fin_cases i <;> fin_cases j <;>
      simp [proj]
  have hpp : proj * proj = proj := by
    ext i j
    fin_cases i <;> fin_cases j <;>
      simp [proj, Matrix.mul_apply, Fin.sum_univ_succ]
  have hss : star spread * spread = (2 : ℂ) • proj := by
    ext i j
    fin_cases i <;> fin_cases j <;>
      norm_num [proj, spread, Matrix.star_eq_conjTranspose, Matrix.conjTranspose_apply,
        Matrix.mul_apply, Fin.sum_univ_succ]
  have hne : proj ≠ 0 := by
    intro h
    have h00 := congrFun (congrFun h 0) 0
    simp [proj] at h00
  have hpos : 0 < ‖proj‖ := norm_pos_iff.mpr hne
  -- the C*-identity gives `‖P‖ = 1` and `‖S‖² = 2`
  have h1 : ‖proj‖ * ‖proj‖ = ‖proj‖ := by
    have h := CStarRing.norm_star_mul_self (x := proj)
    rw [hstar, hpp] at h
    exact h.symm
  have hone : ‖proj‖ = 1 := mul_right_cancel₀ hpos.ne' (by rw [h1, one_mul])
  have h2 : ‖spread‖ * ‖spread‖ = 2 := by
    have h := CStarRing.norm_star_mul_self (x := spread)
    rw [hss, norm_smul, hone] at h
    rw [← h]
    norm_num
  rw [hps, hsp]
  refine ⟨hstar, ?_⟩
  rw [hone]
  nlinarith [norm_nonneg spread]

/-- For general complex 2 by 2 matrices, with no normality assumed, the operator norm of
`ab` is not always bounded by that of `ba`. -/
theorem normality_needed :
    ¬ ∀ a b : Matrix (Fin 2) (Fin 2) ℂ, ‖a * b‖ ≤ ‖b * a‖ :=
  fun h => not_le_of_gt strict_example.2 (h spread proj)

end NormalProductNorm
```

```lean
#print axioms NormalProductNorm.norm_mul_le_norm_swap_of_selfAdjoint
-- 'NormalProductNorm.norm_mul_le_norm_swap_of_selfAdjoint' depends on axioms: [propext, Classical.choice, Quot.sound]
#print axioms NormalProductNorm.norm_prod_le_norm_rotate
-- 'NormalProductNorm.norm_prod_le_norm_rotate' depends on axioms: [propext, Classical.choice, Quot.sound]
#print axioms NormalProductNorm.norm_le_norm_similarity
-- 'NormalProductNorm.norm_le_norm_similarity' depends on axioms: [propext, Classical.choice, Quot.sound]
#print axioms NormalProductNorm.normality_needed
-- 'NormalProductNorm.normality_needed' depends on axioms: [propext, Classical.choice, Quot.sound]
```

## What the theorems say and where they stop

**Objects and hypotheses.** The type `A` with `CStarAlgebra A` is an arbitrary complex unital C*-algebra, an abstract version of the bounded operators above; its dimension may be infinite. `IsStarNormal (a * b)` says that the product commutes with its adjoint, and nothing is required of the factors separately. `spectralRadius ℂ` is the supremum of $|k|$ over the spectrum, with values in the extended non-negative reals `ℝ≥0∞`.

The main bound is `norm_mul_le_norm_swap`. Its self-adjoint case and the equality for two normal products follow it. `norm_prod_le_norm_rotate` treats a list `l` of factors, where `l.rotate k` moves factors from the front to the back. In `norm_le_norm_similarity`, the type `Aˣ` of `s` contains the invertible elements.

The matrices `proj` and `spread` are $P$ and $S$, and the opened scope `Matrix.Norms.L2Operator` selects the operator norm for them. `strict_example` states that $PS$ is self-adjoint and that $\|PS\| < \|SP\|$. `normality_needed` states that the bound does not hold for all pairs of complex 2 by 2 matrices.

**Steps of the proof.** `spectralRadius_mul_le` takes a spectral value of $ab$. Zero contributes nothing to the supremum, and a nonzero value is carried to $ba$ by Mathlib's `spectrum.nonzero_mul_comm`, which stands for the inverse constructed above. Applying this in both directions gives `spectralRadius_mul_swap`.

The main proof first disposes of the zero algebra, where both norms agree. Otherwise it rewrites $\|ab\|$ as a spectral radius by `IsStarNormal.spectralRadius_eq_nnnorm`, exchanges the factors, and applies `spectrum.spectralRadius_le_nnnorm`. The result is then taken from `ℝ≥0∞` back to real norms.

For lists, `hcut` records that the two parts multiply to the original product. For similarity transformations, `e` is the identity $s^{-1}(sn) = n$.

In `strict_example` the matrix products are computed entry by entry. The identity $\|x^*x\| = \|x\|^2$ gives $\|P\|^2 = \|P\|$, hence $\|P\| = 1$ because $P \ne 0$, and then $\|S\|^2 = 2\|P\| = 2$. `normality_needed` applies the supposed bound to the same pair in the opposite order and reaches a contradiction.

**Limits for a code.** The bound concerns the operator norm. It can fail for the maximum column sum: diagonalising the Hadamard gate, whose entries are $\pm1/\sqrt2$, by a unitary lowers that norm from $\sqrt2$ to $1$.

An unbounded Hamiltonian is not an element of a C*-algebra. The step left to the user is the one from the physical Hamiltonian to the stored matrix, which involves both basis truncation and rounding. A stored product that is Hermitian only up to rounding need not be normal, and computed norms carry rounding errors of their own, so a comparison of them should allow a tolerance.
